# At the hydrogenic 1s threshold, \(k^2\langle r^2\rangle = 3(Z\alpha)^2/4\)

## A fixed orbital and a threshold photon

The core electron is described by a given function, the nonrelativistic hydrogenic 1s orbital for nuclear charge \(Z>0\), in atomic units:

\[
\psi(r)=\sqrt{Z^3/\pi}\,e^{-Zr}.
\]

It is taken as a definition, not derived from the Schrödinger equation. The photon energy is also fixed, at the hydrogenic binding energy \(\omega=Z^2/2\). Since the speed of light is \(1/\alpha\) in these units, with \(\alpha\) the fine-structure constant, the wavevector is \(k=\alpha\omega=\alpha Z^2/2\).

In absorption, the field enters through \(e^{i\mathbf k\cdot\mathbf r}=1+i\,\mathbf k\cdot\mathbf r+\dots\). The first term gives the electric dipole amplitude; the second contains the electric quadrupole one. The number \(k^2\langle r^2\rangle\) therefore gives a rough scale for quadrupole relative to dipole intensity when the dipole transition is allowed by symmetry. It is not a ratio of transition rates, which would require final states.

## What is stated

`radialDensity Z r` is \(\rho(r)=4\pi r^2\psi(r)^2\), and `radialMean Z f` is \(\langle f\rangle=\int_0^\infty f(r)\rho(r)\,dr\). `thresholdWavevector α Z` is \(k\). The hypothesis `0 < Z` makes the orbital decay; \(\alpha\) may be any real number.

The theorems give the explicit density, its normalisation, \(\langle r^2\rangle=3/Z^2\), and the scaling law in the title. Three more concern the phase \(k\mu r\), where \(\mu\) is the cosine of the angle between \(\mathbf r\) and the beam: its mean square at fixed \(\mu\), the isotropic average of that mean square, and a bound on the error of replacing the plane-wave factor by 1. Lean allows any real \(\mu\) at fixed direction; physically \(|\mu|\le1\).

For a K-edge, the bound limits, at each fixed \(\mu\), the mean square departure of the plane-wave factor from its dipole value over the 1s density, within this one-electron model without screening or relativity.

## Moments of the density

Squaring the orbital gives

\[
\rho(r)=4\pi r^2\,\frac{Z^3}{\pi}\,e^{-2Zr}=4Z^3r^2e^{-2Zr}.
\]

For \(b>0\), the substitution \(t=br\) yields

\[
\int_0^\infty r^n e^{-br}\,dr=\frac{1}{b^{n+1}}\int_0^\infty t^n e^{-t}\,dt=\frac{n!}{b^{n+1}}.
\]

With \(b=2Z\) and power \(n+2\),

\[
\langle r^n\rangle=4Z^3\,\frac{(n+2)!}{(2Z)^{n+3}}=\frac{(n+2)!}{2(2Z)^n}.
\]

The smallest case, \(n=0\), is the normalisation, \(2!/2=1\). For \(n=2\), \(\langle r^2\rangle=24/(8Z^2)=3/Z^2\), so

\[
k^2\langle r^2\rangle=\frac{\alpha^2Z^4}{4}\cdot\frac{3}{Z^2}=\frac{3(Z\alpha)^2}{4}.
\]

## Phase and dipole error

At fixed \(\mu\), \(\langle(k\mu r)^2\rangle=\mu^2k^2\langle r^2\rangle=\mu^2\cdot 3(Z\alpha)^2/4\). Since \(\tfrac12\int_{-1}^1\mu^2\,d\mu=\tfrac13\), the isotropic average is \((Z\alpha)^2/4\).

For real \(x\),

\[
|e^{ix}-1|^2=(\cos x-1)^2+\sin^2x=2-2\cos x\le x^2,
\]

because \(\cos x\ge1-x^2/2\). Setting \(x=k\mu r\) and averaging over \(\rho\) gives

\[
\langle|e^{ik\mu r}-1|^2\rangle\le\mu^2\,\frac{3(Z\alpha)^2}{4},
\]

without assuming a small phase. At \(\mu=0\), perpendicular to the beam, both sides vanish.

## The Lean file

```lean
import Mathlib

open MeasureTheory Set

namespace CoreLevelQuadrupoleScaling

noncomputable section

/-- The hydrogenic 1s orbital for nuclear charge `Z`, in atomic units, as a function of radius. -/
def orbital1s (Z r : ℝ) : ℝ := Real.sqrt (Z ^ 3 / Real.pi) * Real.exp (-(Z * r))

/-- The radial density: the squared 1s orbital times the area of the sphere of radius `r`. -/
def radialDensity (Z r : ℝ) : ℝ := 4 * Real.pi * r ^ 2 * (orbital1s Z r) ^ 2

/-- The mean of a radial function `f` over the 1s density. -/
def radialMean (Z : ℝ) (f : ℝ → ℝ) : ℝ := ∫ r in Ioi (0 : ℝ), f r * radialDensity Z r

/-- The wavevector `α ω` of a photon of energy `ω = Z² / 2`, in atomic units. -/
def thresholdWavevector (α Z : ℝ) : ℝ := α * (Z ^ 2 / 2)

/-- The radial density of the 1s orbital is `4 Z³ r² exp(-2 Z r)`. -/
theorem radialDensity_eq {Z : ℝ} (hZ : 0 < Z) (r : ℝ) :
    radialDensity Z r = 4 * Z ^ 3 * r ^ 2 * Real.exp (-(2 * Z * r)) := by
  have hE : Real.exp (-(Z * r)) ^ 2 = Real.exp (-(2 * Z * r)) := by
    rw [sq, ← Real.exp_add]
    congr 1
    ring
  have hp : Real.pi * (Z ^ 3 / Real.pi) = Z ^ 3 := by
    field_simp
  rw [radialDensity, orbital1s, mul_pow, Real.sq_sqrt (by positivity), hE]
  linear_combination 4 * r ^ 2 * Real.exp (-(2 * Z * r)) * hp

/-- The radial integral of a power times a decaying exponential is `n! / b^(n+1)`. -/
theorem integral_pow_mul_exp (n : ℕ) {b : ℝ} (hb : 0 < b) :
    ∫ r in Ioi (0 : ℝ), r ^ n * Real.exp (-(b * r)) = (n.factorial : ℝ) / b ^ (n + 1) := by
  -- the Gamma integral with parameter `a = n + 1`, so that the power of `r` is `n`
  have h := Real.integral_rpow_mul_exp_neg_mul_Ioi (a := (n : ℝ) + 1) (r := b)
    (by positivity) hb
  have e : (1 / b) ^ ((n : ℝ) + 1) = 1 / b ^ (n + 1) := by
    rw [← Nat.cast_succ, Real.rpow_natCast, one_div_pow]
  rw [e, Real.Gamma_nat_eq_factorial] at h
  simp only [add_sub_cancel_right, Real.rpow_natCast] at h
  rw [h]
  ring

/-- The `n`-th radial moment of the 1s density is `(n+2)! / (2 (2Z)^n)`. -/
theorem radialMean_pow {Z : ℝ} (hZ : 0 < Z) (n : ℕ) :
    radialMean Z (fun r => r ^ n) = ((n + 2).factorial : ℝ) / (2 * (2 * Z) ^ n) := by
  have e : ∀ r : ℝ, r ^ n * radialDensity Z r
      = 4 * Z ^ 3 * (r ^ (n + 2) * Real.exp (-(2 * Z * r))) := by
    intro r
    rw [radialDensity_eq hZ]
    ring
  simp only [radialMean, e]
  rw [integral_const_mul, integral_pow_mul_exp (n + 2) (by positivity),
    show (2 * Z) ^ (n + 2 + 1) = (2 * Z) ^ n * (8 * Z ^ 3) by ring,
    mul_div_assoc', div_eq_div_iff (by positivity) (by positivity)]
  ring

/-- The 1s radial density integrates to one. -/
theorem radialDensity_normalized {Z : ℝ} (hZ : 0 < Z) :
    ∫ r in Ioi (0 : ℝ), radialDensity Z r = 1 := by
  have h := radialMean_pow hZ 0
  norm_num [radialMean, Nat.factorial] at h
  exact h

/-- The mean squared radius of the 1s density is `3 / Z²`. -/
theorem mean_sq_radius {Z : ℝ} (hZ : 0 < Z) :
    radialMean Z (fun r => r ^ 2) = 3 / Z ^ 2 := by
  have h24 : (((2 + 2 : ℕ).factorial : ℕ) : ℝ) = 24 := by norm_num [Nat.factorial]
  rw [radialMean_pow hZ 2, h24, div_eq_div_iff (by positivity) (by positivity)]
  ring

/-- The squared threshold wavevector times the mean squared 1s radius equals `3 (Z α)² / 4`. -/
theorem quadrupole_dipole_scaling {Z : ℝ} (hZ : 0 < Z) (α : ℝ) :
    thresholdWavevector α Z ^ 2 * radialMean Z (fun r => r ^ 2) = 3 * (Z * α) ^ 2 / 4 := by
  rw [mean_sq_radius hZ, thresholdWavevector, mul_div_assoc',
    div_eq_div_iff (by positivity) (by norm_num)]
  ring

/-- At direction cosine `μ` to the beam, the mean over the 1s density of the squared phase `(k μ
r)²`, with `k` the threshold wavevector, is `μ²` times `3 (Z α)² / 4`. -/
theorem mean_sq_phase {Z : ℝ} (hZ : 0 < Z) (α μ : ℝ) :
    radialMean Z (fun r => (thresholdWavevector α Z * μ * r) ^ 2)
      = μ ^ 2 * (3 * (Z * α) ^ 2 / 4) := by
  have e : ∀ r : ℝ, (thresholdWavevector α Z * μ * r) ^ 2 * radialDensity Z r
      = (μ ^ 2 * thresholdWavevector α Z ^ 2) * (r ^ 2 * radialDensity Z r) := by
    intro r
    ring
  have h := quadrupole_dipole_scaling hZ α
  simp only [radialMean] at h
  simp only [radialMean, e, integral_const_mul]
  rw [mul_assoc, h]

/-- Averaged over isotropic directions, the mean squared phase over the 1s density, at the threshold
wavevector, is `(Z α)² / 4`. -/
theorem isotropic_mean_sq_phase {Z : ℝ} (hZ : 0 < Z) (α : ℝ) :
    (1 / 2) * ∫ μ in (-1 : ℝ)..1,
      radialMean Z (fun r => (thresholdWavevector α Z * μ * r) ^ 2) = (Z * α) ^ 2 / 4 := by
  simp only [mean_sq_phase hZ]
  rw [intervalIntegral.integral_mul_const, integral_pow]
  push_cast
  ring

/-- The squared error of replacing a phase factor `exp(i x)` by one is at most `x²`. -/
theorem phase_error_sq_le (x : ℝ) :
    ‖Complex.exp ((x : ℂ) * Complex.I) - 1‖ ^ 2 ≤ x ^ 2 := by
  rw [Complex.sq_norm, Complex.normSq_apply]
  simp only [Complex.sub_re, Complex.sub_im, Complex.exp_ofReal_mul_I_re,
    Complex.exp_ofReal_mul_I_im, Complex.one_re, Complex.one_im]
  nlinarith [Real.sin_sq_add_cos_sq x, Real.one_sub_sq_div_two_le_cos (x := x)]

/-- At direction cosine `μ` to the beam, the mean squared error over the 1s density of replacing the
plane-wave factor at the threshold wavevector by one is at most `μ²` times `3 (Z α)² / 4`. -/
theorem dipole_approximation_error {Z : ℝ} (hZ : 0 < Z) (α μ : ℝ) :
    radialMean Z (fun r =>
      ‖Complex.exp (((thresholdWavevector α Z * μ * r : ℝ) : ℂ) * Complex.I) - 1‖ ^ 2)
      ≤ μ ^ 2 * (3 * (Z * α) ^ 2 / 4) := by
  have hpos : ∀ r, 0 ≤ radialDensity Z r := by
    intro r
    unfold radialDensity
    positivity
  -- the second moment is a convergent integral, since its value is not zero
  have hint : Integrable (fun r : ℝ => r ^ 2 * radialDensity Z r)
      (volume.restrict (Ioi (0 : ℝ))) := by
    by_contra h
    have h0 : radialMean Z (fun r => r ^ 2) = 0 := integral_undef h
    rw [mean_sq_radius hZ] at h0
    have h1 : 0 < 3 / Z ^ 2 := by positivity
    linarith
  have e : (fun r : ℝ => (thresholdWavevector α Z * μ * r) ^ 2 * radialDensity Z r)
      = fun r => (thresholdWavevector α Z * μ) ^ 2 * (r ^ 2 * radialDensity Z r) := by
    funext r
    ring
  have hg : Integrable
      (fun r : ℝ => (thresholdWavevector α Z * μ * r) ^ 2 * radialDensity Z r)
      (volume.restrict (Ioi (0 : ℝ))) := by
    rw [e]
    exact hint.const_mul _
  -- compare the integrands pointwise
  rw [← mean_sq_phase hZ α μ]
  unfold radialMean
  refine integral_mono_of_nonneg (ae_of_all _ fun r => ?_) hg (ae_of_all _ fun r => ?_)
  · exact mul_nonneg (sq_nonneg _) (hpos r)
  · exact mul_le_mul_of_nonneg_right (phase_error_sq_le _) (hpos r)

end

end CoreLevelQuadrupoleScaling
```

```lean
#print axioms CoreLevelQuadrupoleScaling.radialDensity_normalized
#print axioms CoreLevelQuadrupoleScaling.isotropic_mean_sq_phase
#print axioms CoreLevelQuadrupoleScaling.dipole_approximation_error
```

```
'CoreLevelQuadrupoleScaling.radialDensity_normalized' depends on axioms: [propext, Classical.choice, Quot.sound]
'CoreLevelQuadrupoleScaling.isotropic_mean_sq_phase' depends on axioms: [propext, Classical.choice, Quot.sound]
'CoreLevelQuadrupoleScaling.dipole_approximation_error' depends on axioms: [propext, Classical.choice, Quot.sound]
```

## The Gamma integral in Mathlib

The moments rest on `Real.integral_rpow_mul_exp_neg_mul_Ioi`, which evaluates \(\int_0^\infty r^{a-1}e^{-br}\,dr\) as \((1/b)^a\,\Gamma(a)\) for real \(a,b>0\). In `integral_pow_mul_exp` it is used at \(a=n+1\). The exponents are then real numbers, so `Real.rpow_natCast` turns them back into ordinary powers, and `Real.Gamma_nat_eq_factorial` replaces \(\Gamma(n+1)\) by \(n!\).

## From moments to the error bound

`radialDensity_eq` combines the two exponentials and cancels \(\pi\). `radialMean_pow` inserts this density, pulls out \(4Z^3\) and applies the integral; `radialDensity_normalized` and `mean_sq_radius` are its cases \(n=0\) and \(n=2\). `quadrupole_dipole_scaling` multiplies by \(k^2\).

`mean_sq_phase` takes the constant \(\mu^2k^2\) out of the integral, and `isotropic_mean_sq_phase` integrates \(\mu^2\). In `phase_error_sq_le`, `nlinarith` combines \(\sin^2x+\cos^2x=1\) with the lower bound on the cosine.

`dipole_approximation_error` compares integrands pointwise through `integral_mono_of_nonneg`, which needs the larger one to be integrable. This follows from the second moment: Lean assigns the value 0 to a non-integrable function's integral, whereas \(3/Z^2\) is positive.
